# Exponentially small transition elements across a large energy gap, under a commutator growth bound

## The drive, the Hamiltonian and the commutators

Let H be the Hamiltonian of a quantum system and V the operator through which a periodic drive acts on it, as in H + V cos(ωt). To first order in the drive, the system absorbs or emits one quantum ħω by passing between eigenstates y and x of H whose energies differ by ħω. The amplitude is proportional to the matrix element ⟨x,Vy⟩. The question is how large this element can be when the quantum is much larger than the energy scale on which H changes V.

Write w for the energy ħω, and e for exp(1). The inner product is conjugate-linear in its first argument, as in Dirac notation, and ‖A‖ is the operator norm, the supremum of the lengths ‖Au‖ over unit vectors u.

In Lean the states live in a complex inner product space called `E`; the letter stands for the space, while the energies are `Ex` and `Ey`. The operators are continuous linear maps, of type `E →L[ℂ] E`. Hermitian matrices with the operator norm are the finite-dimensional case. The space may also be infinite-dimensional, but H must be bounded, which excludes the kinetic energy of a particle in the continuum.

```lean
import Mathlib

open scoped InnerProductSpace

namespace FloquetHeatingSuppression

noncomputable section

variable {E : Type*} [NormedAddCommGroup E] [InnerProductSpace ℂ E]
```

The nested commutators Aₖ of H with V are defined by

A₀ = V,

Aₖ₊₁ = [H, Aₖ] = H Aₖ − Aₖ H.

Up to factors of i and ħ, Aₖ is the k-th time derivative at t = 0 of V in the Heisenberg picture of H.

```lean
/-- The `k`-fold commutator `[H, [H, ..., [H, V]]]` of bounded operators. -/
def nestedComm (H V : E →L[ℂ] E) : ℕ → (E →L[ℂ] E)
  | 0 => V
  | k + 1 => H * nestedComm H V k - nestedComm H V k * H
```

Here `nestedComm H V k` is Aₖ, and `*` is composition of operators.

The assumption on the system is that, for two real constants C and J,

‖Aₖ‖ ≤ C (kJ)^k for k = 0, 1, 2, …

with 0^0 = 1, so that the case k = 0 reads ‖V‖ ≤ C. The constant C measures the strength of the drive operator, and J is an energy that measures how fast H changes it.

```lean
/-- The `k`-fold commutator of `H` with `V` has operator norm at most `C (k J)^k`
for every natural `k`, with `0^0 = 1`. -/
def CommutatorGrowth (H V : E →L[ℂ] E) (C J : ℝ) : Prop :=
  ∀ k : ℕ, ‖nestedComm H V k‖ ≤ C * ((k : ℝ) * J) ^ k
```

The condition `CommutatorGrowth` stands for locality. Take a lattice model with bounded terms of finite range, and let V act on a few sites. Write H as the sum of its terms and expand Aₖ into nested commutators of single terms with V. In each of these contributions, every further commutator enlarges the region on which the operator acts by a bounded number of sites, so the number of terms of H that fail to commute with it grows at most linearly with k. The norms then grow at most like C k! J^k, and k! ≤ k^k gives the condition, with a J that doesn't depend on the size of the lattice. If V is a sum over all sites, C grows with their number. This lattice estimate is an informal argument; in the Lean development the growth condition is a hypothesis.

## Each commutator brings down one energy difference

Let Hx = Ex x and Hy = Ey y with real Ex and Ey. Since H is Hermitian, it can be moved to the left factor of the inner product:

⟨x, Aₖ₊₁ y⟩ = ⟨x, H Aₖ y⟩ − ⟨x, Aₖ H y⟩

= ⟨Hx, Aₖ y⟩ − Ey ⟨x, Aₖ y⟩

= (Ex − Ey) ⟨x, Aₖ y⟩.

Starting from A₀ = V and repeating this k times,

⟨x, Aₖ y⟩ = (Ex − Ey)^k ⟨x, Vy⟩.

```lean
/-- Between eigenvectors of a symmetric `H`, the `k`-fold commutator has the matrix element
of `V` times the `k`-th power of the energy difference. -/
theorem inner_nestedComm {H : E →L[ℂ] E} (V : E →L[ℂ] E)
    (hH : (H : E →ₗ[ℂ] E).IsSymmetric) {x y : E} {Ex Ey : ℝ}
    (hx : H x = (Ex : ℂ) • x) (hy : H y = (Ey : ℂ) • y) (k : ℕ) :
    ⟪x, nestedComm H V k y⟫_ℂ = ((Ex : ℂ) - Ey) ^ k * ⟪x, V y⟫_ℂ := by
  induction k with
  | zero => simp [nestedComm]
  | succ k ih =>
    -- move `H` onto the left eigenvector
    have h1 : ⟪x, H (nestedComm H V k y)⟫_ℂ = (Ex : ℂ) * ⟪x, nestedComm H V k y⟫_ℂ := by
      have h : ⟪H x, nestedComm H V k y⟫_ℂ = ⟪x, H (nestedComm H V k y)⟫_ℂ := hH x _
      rw [← h, hx, inner_smul_left, Complex.conj_ofReal]
    have h2 : nestedComm H V (k + 1) y
        = H (nestedComm H V k y) - nestedComm H V k (H y) := rfl
    rw [h2, hy, map_smul, inner_sub_right, inner_smul_right, h1, ih]
    ring
```

The hypothesis `hH`, with `IsSymmetric`, says that ⟨Hu,v⟩ = ⟨u,Hv⟩ for all u and v, which for a matrix is Hermiticity. Nothing of the kind is asked of V. The proof is the induction above: `h1` moves H onto x and uses that Ex is real, `h2` unfolds one commutator, and `ring` collects the factor Ex − Ey.

## The commutator norm bounds the matrix element

Now let x and y be unit vectors. The Cauchy–Schwarz inequality and the definition of the operator norm give

|⟨x, Aₖ y⟩| ≤ ‖x‖ ‖Aₖ y‖ ≤ ‖x‖ ‖Aₖ‖ ‖y‖ = ‖Aₖ‖.

Inserting the previous identity on the left,

|⟨x, Vy⟩| |Ex − Ey|^k ≤ ‖Aₖ‖.

There is one such inequality for every k. A large gap with slowly growing commutators forces a small matrix element.

```lean
/-- For unit eigenvectors of a symmetric `H`, the transition element of `V` times the `k`-th
power of the energy gap is at most the norm of the `k`-fold commutator. -/
theorem transition_mul_gap_pow_le {H : E →L[ℂ] E} (V : E →L[ℂ] E)
    (hH : (H : E →ₗ[ℂ] E).IsSymmetric) {x y : E} {Ex Ey : ℝ}
    (hx : H x = (Ex : ℂ) • x) (hy : H y = (Ey : ℂ) • y)
    (nx : ‖x‖ = 1) (ny : ‖y‖ = 1) (k : ℕ) :
    ‖⟪x, V y⟫_ℂ‖ * |Ex - Ey| ^ k ≤ ‖nestedComm H V k‖ := by
  have h1 : ‖⟪x, nestedComm H V k y⟫_ℂ‖ = |Ex - Ey| ^ k * ‖⟪x, V y⟫_ℂ‖ := by
    rw [inner_nestedComm V hH hx hy, norm_mul, norm_pow, ← Complex.ofReal_sub,
      Complex.norm_real, Real.norm_eq_abs]
  have h2 := norm_inner_le_norm (𝕜 := ℂ) x (nestedComm H V k y)
  have h3 := (nestedComm H V k).le_opNorm y
  rw [nx, one_mul] at h2
  rw [ny, mul_one] at h3
  linarith
```

The modulus of a complex number is written as a norm in Lean, so `‖⟪x, V y⟫_ℂ‖` is |⟨x,Vy⟩|. In the proof `h1` is the modulus of the commutator identity, `h2` is Cauchy–Schwarz and `h3` is the operator-norm bound.

## The best order of the commutator

What remains is a problem about real numbers. Write a for |⟨x,Vy⟩| and suppose that

a w^k ≤ C (kJ)^k for every k, with J > 0 and C ≥ 0.

For w > 0 this says a ≤ C (kJ/w)^k. Treat k for a moment as a continuous variable. The logarithm of (kJ/w)^k is k ln(kJ/w), and its derivative ln(kJ/w) + 1 vanishes at k = w/(eJ), where the bound becomes C exp(−w/(eJ)). The order has to be an integer, so take

k = ⌊w/(eJ)⌋,

the integer part. If k ≥ 1, then k ≤ w/(eJ) gives kJ/w ≤ 1/e, and therefore

a ≤ C (kJ/w)^k ≤ C exp(−k).

If k = 0, the inequality of order zero reads a ≤ C, which is the same bound. In both cases k + 1 > w/(eJ), so −k < 1 − w/(eJ) and

a ≤ C exp(−k) ≤ C exp(1 − w/(eJ)).

The 1 in the exponent comes from rounding the order down to an integer.

```lean
/-- If `a w^k ≤ C (k J)^k` for every order `k`, with `J > 0` and `C ≥ 0`, then
`a ≤ C exp(1 - w/(eJ))`. -/
theorem optimal_order_bound {a w C J : ℝ} (hJ : 0 < J) (hC : 0 ≤ C)
    (h : ∀ k : ℕ, a * w ^ k ≤ C * ((k : ℝ) * J) ^ k) :
    a ≤ C * Real.exp (1 - w / (Real.exp 1 * J)) := by
  have heJ : 0 < Real.exp 1 * J := by positivity
  -- the best order is the integer part of `w/(eJ)`
  obtain ⟨k, hk⟩ : ∃ k : ℕ, k = ⌊w / (Real.exp 1 * J)⌋₊ := ⟨_, rfl⟩
  have hlt : w / (Real.exp 1 * J) < (k : ℝ) + 1 := by
    rw [hk]
    exact Nat.lt_floor_add_one _
  have hexp : Real.exp (-(k : ℝ)) ≤ Real.exp (1 - w / (Real.exp 1 * J)) :=
    Real.exp_le_exp.mpr (by linarith)
  refine le_trans ?_ (mul_le_mul_of_nonneg_left hexp hC)
  rcases Nat.eq_zero_or_pos k with h0 | hpos
  · have h' := h 0
    simp only [pow_zero, mul_one] at h'
    simpa [h0] using h'
  · have hkr : (0 : ℝ) < k := by exact_mod_cast hpos
    have hle : (k : ℝ) ≤ w / (Real.exp 1 * J) := by
      have h1 : k ≤ ⌊w / (Real.exp 1 * J)⌋₊ := hk.le
      exact (Nat.le_floor_iff' hpos.ne').mp h1
    have hkw : (k : ℝ) * (Real.exp 1 * J) ≤ w := (le_div_iff₀ heJ).mp hle
    have hw : 0 < w := lt_of_lt_of_le (by positivity) hkw
    have hee : Real.exp (-1) * Real.exp 1 = 1 := by
      rw [← Real.exp_add]
      simp
    -- at this order each factor `k J / w` is at most `1/e`
    have hbase : (k : ℝ) * J ≤ Real.exp (-1) * w := by
      calc (k : ℝ) * J = Real.exp (-1) * ((k : ℝ) * (Real.exp 1 * J)) := by
            linear_combination (-(k : ℝ) * J) * hee
        _ ≤ Real.exp (-1) * w := mul_le_mul_of_nonneg_left hkw (Real.exp_pos _).le
    have hpow : ((k : ℝ) * J) ^ k ≤ Real.exp (-(k : ℝ)) * w ^ k := by
      calc ((k : ℝ) * J) ^ k ≤ (Real.exp (-1) * w) ^ k :=
            pow_le_pow_left₀ (by positivity) hbase k
        _ = Real.exp (-(k : ℝ)) * w ^ k := by
            rw [mul_pow, ← Real.exp_nat_mul, mul_neg_one]
    have hfin : a * w ^ k ≤ (C * Real.exp (-(k : ℝ))) * w ^ k := by
      calc a * w ^ k ≤ C * ((k : ℝ) * J) ^ k := h k
        _ ≤ C * (Real.exp (-(k : ℝ)) * w ^ k) := mul_le_mul_of_nonneg_left hpow hC
        _ = (C * Real.exp (-(k : ℝ))) * w ^ k := by ring
    exact le_of_mul_le_mul_right hfin (pow_pos hw k)
```

The number e appears as `Real.exp 1`, and `⌊ ⌋₊` is the integer part as a natural number, which is 0 for a negative argument. This is why the lemma needs no assumption on the sign of w: for w < eJ the order is zero. The inequality k + 1 > w/(eJ) is `hlt`, and `hexp` turns it into the comparison of exponentials. The proof then splits into the cases k = 0 and k ≥ 1. In the second case `hbase` is kJ ≤ w/e, `hpow` is its k-th power, and `hfin` combines that power with the hypothesis of order k. The last line cancels the positive factor w^k.

## The bound on the transition element

The pieces combine as follows. The growth condition at k = 0 gives 0 ≤ ‖V‖ ≤ C. For the gap g = |Ex − Ey|, the commutator bound and the growth condition together give

|⟨x, Vy⟩| g^k ≤ ‖Aₖ‖ ≤ C (kJ)^k for every k,

so the choice of order above yields

|⟨x, Vy⟩| ≤ C exp(1 − g/(eJ)).

If w ≤ g, the right-hand side is at most C exp(1 − w/(eJ)), and hence

|⟨x, Vy⟩| ≤ C exp(1 − w/(eJ)).

```lean
/-- Let `H` be symmetric and let the `k`-fold commutators with `V` be bounded by `C (k J)^k`,
`J > 0`. Between unit eigenvectors of `H` with energies at least `w` apart, the transition
element of `V` is at most `C exp(1 - w/(eJ))`. -/
theorem transition_exponentially_small {H V : E →L[ℂ] E} {C J w : ℝ}
    (hH : (H : E →ₗ[ℂ] E).IsSymmetric) (hJ : 0 < J) (hV : CommutatorGrowth H V C J)
    {x y : E} {Ex Ey : ℝ} (hx : H x = (Ex : ℂ) • x) (hy : H y = (Ey : ℂ) • y)
    (nx : ‖x‖ = 1) (ny : ‖y‖ = 1) (hw : w ≤ |Ex - Ey|) :
    ‖⟪x, V y⟫_ℂ‖ ≤ C * Real.exp (1 - w / (Real.exp 1 * J)) := by
  -- order zero of the growth condition gives `C ≥ 0`
  have hC : 0 ≤ C := by
    have h0 := (norm_nonneg _).trans (hV 0)
    simpa using h0
  have hgap := optimal_order_bound hJ hC fun k =>
    (transition_mul_gap_pow_le V hH hx hy nx ny k).trans (hV k)
  have hdiv : w / (Real.exp 1 * J) ≤ |Ex - Ey| / (Real.exp 1 * J) :=
    div_le_div_of_nonneg_right hw (by positivity)
  exact hgap.trans (mul_le_mul_of_nonneg_left (Real.exp_le_exp.mpr (by linarith)) hC)
```

In words: let H be a bounded symmetric operator, let J > 0, and let the nested commutators of H with V satisfy the growth condition with constants C and J. If x and y are unit eigenvectors of H with energies at least w apart, the transition element of V between them is at most C exp(1 − w/(eJ)). An energy difference of exactly w is included. In the proof `hC` is the sign of C, `hgap` is the bound with the true gap, and `hdiv` passes from the gap to w.

The growth condition alone already gives |⟨x,Vy⟩| ≤ ‖V‖ ≤ C, so the exponential is an improvement only when w > eJ. Above that threshold, each further eJ of energy lowers the bound by a factor e.

For Floquet theory this limits the first-order amplitude for absorbing one drive quantum, in a system with a bounded Hamiltonian that satisfies the growth condition. In spite of the namespace `FloquetHeatingSuppression`, the theorem involves no time evolution. The step from it to a heating rate is time-dependent perturbation theory with a sum over final states, and in a many-body system there can be exponentially many of those.

## Constants that always exist

Some pair of constants is available for any bounded H and V. The triangle inequality gives

‖Aₖ₊₁‖ ≤ ‖H Aₖ‖ + ‖Aₖ H‖ ≤ 2‖H‖ ‖Aₖ‖,

and hence ‖Aₖ‖ ≤ ‖V‖ (2‖H‖)^k. For k ≥ 1 the right-hand side is at most ‖V‖ (k · 2‖H‖)^k, and for k = 0 both sides equal ‖V‖. The growth condition therefore holds with C = ‖V‖ and J = 2‖H‖.

```lean
/-- Any bounded `H` and `V` satisfy the growth condition with `C = ‖V‖` and `J = 2‖H‖`. -/
theorem commutatorGrowth_of_bounded (H V : E →L[ℂ] E) :
    CommutatorGrowth H V ‖V‖ (2 * ‖H‖) := by
  have h : ∀ k : ℕ, ‖nestedComm H V k‖ ≤ ‖V‖ * (2 * ‖H‖) ^ k := by
    intro k
    induction k with
    | zero => simp [nestedComm]
    | succ k ih =>
      have h1 := norm_sub_le (H * nestedComm H V k) (nestedComm H V k * H)
      have h2 := norm_mul_le H (nestedComm H V k)
      have h3 := norm_mul_le (nestedComm H V k) H
      have h4 := mul_le_mul_of_nonneg_left ih (norm_nonneg H)
      rw [nestedComm, pow_succ]
      linarith
  intro k
  refine (h k).trans (mul_le_mul_of_nonneg_left ?_ (norm_nonneg V))
  rcases Nat.eq_zero_or_pos k with h0 | hpos
  · simp [h0]
  · have hk : (1 : ℝ) ≤ k := by exact_mod_cast hpos
    exact pow_le_pow_left₀ (by positivity) (le_mul_of_one_le_left (by positivity) hk) k
```

The inner statement `h` is the geometric bound, proved by induction, and the remaining lines insert the factor k^k. With these constants and H ≠ 0, so that J > 0, the theorem gives no suppression: two eigenvalues of H are never further apart than 2‖H‖ = J, so w stays below eJ. The theorem is informative when J is much smaller than the width of the spectrum, as it is for a local drive on a large lattice.

## A two-level system

A spin one-half with H = σz and V = σx shows that all the hypotheses can be met with a nonzero transition element. The first matrix is diagonal with entries 1 and −1:

σz (u₀, u₁) = (u₀, −u₁).

```lean
/-- The Pauli matrix `σz` as an operator on the two-level space. -/
def pauliZ : EuclideanSpace ℂ (Fin 2) →L[ℂ] EuclideanSpace ℂ (Fin 2) :=
  Matrix.toEuclideanCLM (n := Fin 2) (𝕜 := ℂ) !![1, 0; 0, -1]
```

The second exchanges the two components:

σx (u₀, u₁) = (u₁, u₀).

```lean
/-- The Pauli matrix `σx` as an operator on the two-level space. -/
def pauliX : EuclideanSpace ℂ (Fin 2) →L[ℂ] EuclideanSpace ℂ (Fin 2) :=
  Matrix.toEuclideanCLM (n := Fin 2) (𝕜 := ℂ) !![0, 1; 1, 0]
```

In both definitions `Matrix.toEuclideanCLM` turns the matrix into an operator on ℂ² with its usual inner product. The basis vectors x = (1, 0) and y = (0, 1) are unit vectors with

σz x = x, σz y = −y,

so the energies are 1 and −1 and the gap is 2. The transition element is

⟨x, σx y⟩ = ⟨(1, 0), (1, 0)⟩ = 1.

The growth condition holds with C = ‖σx‖ and J = 2‖σz‖, by the general estimate for bounded operators, and J > 0 because σz is not zero.

```lean
/-- The two-level system `H = σz`, `V = σx` meets the growth condition with `C = ‖σx‖` and
`J = 2‖σz‖ > 0`; the basis vectors are unit eigenvectors with energies `1` and `-1`, and the
transition element between them is `1`. -/
theorem transition_witness :
    (pauliZ : EuclideanSpace ℂ (Fin 2) →ₗ[ℂ] EuclideanSpace ℂ (Fin 2)).IsSymmetric ∧
    0 < 2 * ‖pauliZ‖ ∧ CommutatorGrowth pauliZ pauliX ‖pauliX‖ (2 * ‖pauliZ‖) ∧
    pauliZ !₂[1, 0] = ((1 : ℝ) : ℂ) • !₂[1, 0] ∧
    pauliZ !₂[0, 1] = ((-1 : ℝ) : ℂ) • !₂[0, 1] ∧
    ‖(!₂[1, 0] : EuclideanSpace ℂ (Fin 2))‖ = 1 ∧
    ‖(!₂[0, 1] : EuclideanSpace ℂ (Fin 2))‖ = 1 ∧
    ⟪!₂[1, 0], pauliX !₂[0, 1]⟫_ℂ = 1 := by
  have hZ : ∀ u, pauliZ u = !₂[u.ofLp 0, -u.ofLp 1] := by
    intro u
    ext i
    fin_cases i <;>
      simp [pauliZ, Matrix.ofLp_toEuclideanCLM, Matrix.mulVec, dotProduct, Fin.sum_univ_two]
  have hX : ∀ u, pauliX u = !₂[u.ofLp 1, u.ofLp 0] := by
    intro u
    ext i
    fin_cases i <;>
      simp [pauliX, Matrix.ofLp_toEuclideanCLM, Matrix.mulVec, dotProduct, Fin.sum_univ_two]
  refine ⟨?_, ?_, commutatorGrowth_of_bounded _ _, ?_, ?_, ?_, ?_, ?_⟩
  · intro u v
    change ⟪pauliZ u, v⟫_ℂ = ⟪u, pauliZ v⟫_ℂ
    rw [hZ, hZ]
    simp [PiLp.inner_apply, Fin.sum_univ_two]
  · have hne : pauliZ ≠ 0 := by
      intro h
      have h1 := hZ !₂[1, 0]
      rw [h] at h1
      have h2 := congrArg (fun u : EuclideanSpace ℂ (Fin 2) => u.ofLp 0) h1
      simp at h2
    have := norm_pos_iff.mpr hne
    positivity
  · rw [hZ]
    ext i
    fin_cases i <;> simp
  · rw [hZ]
    ext i
    fin_cases i <;> simp
  · simp [EuclideanSpace.norm_eq, Fin.sum_univ_two]
  · simp [EuclideanSpace.norm_eq, Fin.sum_univ_two]
  · rw [hX, PiLp.inner_apply, Fin.sum_univ_two]
    simp

end

end FloquetHeatingSuppression
```

The auxiliary facts `hZ` and `hX` are the two component formulas, and the rest is evaluation on the basis vectors. Both Pauli matrices have norm 1, so C = 1, J = 2 and w = 2. The theorem then bounds the transition element by exp(1 − 1/e) ≈ 1.88, while its actual value is 1.

```lean
#print axioms FloquetHeatingSuppression.transition_exponentially_small
```

```
'FloquetHeatingSuppression.transition_exponentially_small' depends on axioms: [propext, Classical.choice, Quot.sound]
```
